# A laser-driven two-level atom with purely radiative decay scatters the fraction 1/(1+s) coherently in its stationary state, where s is the detuning-dependent saturation parameter

A laser tuned near an atomic resonance makes the atom fluoresce, and only part of the emitted light keeps a fixed phase relation to the laser. How large is that part once the atom has reached a stationary state, and how does the response depend on the laser's strength and detuning?

```lean
import Mathlib

open Matrix

namespace DrivenAtomFluorescence

noncomputable section

/-- The matrix with Bloch vector `(u, v, w)`, in the basis (excited, ground). -/
def density (u v w : ℝ) : Matrix (Fin 2) (Fin 2) ℂ :=
  !![(1 + w) / 2, (u + Complex.I * v) / 2; (u - Complex.I * v) / 2, (1 - w) / 2]

/-- The rate of change of the density matrix when its Bloch vector changes at rate `(a, b, c)`. -/
def blochRate (a b c : ℝ) : Matrix (Fin 2) (Fin 2) ℂ :=
  !![c / 2, (a + Complex.I * b) / 2; (a - Complex.I * b) / 2, -c / 2]

/-- The lowering operator, which takes the excited state to the ground state. -/
def lower : Matrix (Fin 2) (Fin 2) ℂ := !![0, 0; 1, 0]

/-- The rotating-frame Hamiltonian with detuning `d` (atom minus laser) and Rabi frequency `W`. -/
def hamiltonian (W d : ℝ) : Matrix (Fin 2) (Fin 2) ℂ := !![d / 2, W / 2; W / 2, -d / 2]

/-- The right-hand side of the master equation: coherent driving and spontaneous emission
at rate `G`. -/
def generator (G W d : ℝ) (ρ : Matrix (Fin 2) (Fin 2) ℂ) : Matrix (Fin 2) (Fin 2) ℂ :=
  (-Complex.I) • (hamiltonian W d * ρ - ρ * hamiltonian W d)
    + (G : ℂ) • (lower * ρ * lowerᴴ)
    - ((G : ℂ) / 2) • (lowerᴴ * lower * ρ + ρ * (lowerᴴ * lower))

/-- The population of the excited state. -/
def excited (ρ : Matrix (Fin 2) (Fin 2) ℂ) : ℝ := (ρ 0 0).re

/-- The coherent intensity: the squared modulus of the mean lowering operator. -/
def coherent (ρ : Matrix (Fin 2) (Fin 2) ℂ) : ℝ := Complex.normSq (lower * ρ).trace

/-- The saturation parameter, for `G` and `d` not both zero. -/
def saturation (G W d : ℝ) : ℝ := (W ^ 2 / 2) / (d ^ 2 + G ^ 2 / 4)

/-- The stationary state in closed form, for `G > 0`. -/
def steadyState (G W d : ℝ) : Matrix (Fin 2) (Fin 2) ℂ :=
  density (-(4 * d * W) / (4 * d ^ 2 + G ^ 2 + 2 * W ^ 2))
    (-(2 * G * W) / (4 * d ^ 2 + G ^ 2 + 2 * W ^ 2))
    (-(4 * d ^ 2 + G ^ 2) / (4 * d ^ 2 + G ^ 2 + 2 * W ^ 2))

/-- The Hermitian matrices of trace one are exactly those given by a real Bloch vector. -/
theorem hermitian_trace_one_iff (ρ : Matrix (Fin 2) (Fin 2) ℂ) :
    (ρ.IsHermitian ∧ ρ.trace = 1) ↔ ∃ u v w : ℝ, ρ = density u v w := by
  constructor
  · rintro ⟨h, t⟩
    rw [Matrix.trace_fin_two] at t
    have h0 := congrArg Complex.im (h.apply 0 0)
    have h1 := congrArg Complex.re (h.apply 1 0)
    have h2 := congrArg Complex.im (h.apply 1 0)
    have t1 := congrArg Complex.re t
    have t2 := congrArg Complex.im t
    simp at h0 h1 h2 t1 t2
    refine ⟨2 * (ρ 0 1).re, 2 * (ρ 0 1).im, 2 * (ρ 0 0).re - 1, ?_⟩
    ext i j
    fin_cases i <;> fin_cases j <;> apply Complex.ext <;> simp [density] <;> linarith
  · rintro ⟨u, v, w, rfl⟩
    constructor
    · ext i j
      fin_cases i <;> fin_cases j <;> apply Complex.ext <;> simp [density]
    · rw [Matrix.trace_fin_two]
      simp [density]
      ring

/-- The master equation moves the Bloch vector according to the optical Bloch equations. -/
theorem bloch_equations (G W d u v w : ℝ) :
    generator G W d (density u v w) =
      blochRate (d * v - G * u / 2) (W * w - d * u - G * v / 2) (-(W * v) - G * (w + 1)) := by
  -- the raising operator and the projector on the excited state
  have hl : lowerᴴ = !![0, 1; 0, 0] := by
    ext i j
    fin_cases i <;> fin_cases j <;> simp [lower]
  have hn : lowerᴴ * lower = !![1, 0; 0, 0] := by
    rw [hl]
    ext i j
    fin_cases i <;> fin_cases j <;> simp [lower, Matrix.mul_apply, Fin.sum_univ_two]
  rw [generator, hn, hl]
  ext i j
  fin_cases i <;> fin_cases j <;> apply Complex.ext <;>
    simp [density, blochRate, hamiltonian, lower] <;> ring

/-- For `G > 0` the stationary Bloch equations have exactly one solution. -/
theorem bloch_solution {G : ℝ} (hG : 0 < G) (W d u v w : ℝ) :
    (d * v = G * u / 2 ∧ W * w = d * u + G * v / 2 ∧ W * v = -G * (w + 1)) ↔
      (u = -(4 * d * W) / (4 * d ^ 2 + G ^ 2 + 2 * W ^ 2) ∧
        v = -(2 * G * W) / (4 * d ^ 2 + G ^ 2 + 2 * W ^ 2) ∧
        w = -(4 * d ^ 2 + G ^ 2) / (4 * d ^ 2 + G ^ 2 + 2 * W ^ 2)) := by
  have hD : 4 * d ^ 2 + G ^ 2 + 2 * W ^ 2 ≠ 0 := by positivity
  rw [eq_div_iff hD, eq_div_iff hD, eq_div_iff hD]
  constructor
  · rintro ⟨e1, e2, e3⟩
    -- eliminate u and w to find v, then recover the other two
    have hv : v * (4 * d ^ 2 + G ^ 2 + 2 * W ^ 2) = -(2 * G * W) := by
      linear_combination (-2 * G) * e2 + 4 * d * e1 + 2 * W * e3
    refine ⟨mul_left_cancel₀ hG.ne' ?_, hv, mul_left_cancel₀ hG.ne' ?_⟩
    · linear_combination 2 * d * hv - 2 * (4 * d ^ 2 + G ^ 2 + 2 * W ^ 2) * e1
    · linear_combination 2 * G * W * e2 - 4 * W * d * e1 + (4 * d ^ 2 + G ^ 2) * e3
  · rintro ⟨hu, hv, hw⟩
    refine ⟨mul_right_cancel₀ hD ?_, mul_right_cancel₀ hD ?_, mul_right_cancel₀ hD ?_⟩
    · linear_combination d * hv - G / 2 * hu
    · linear_combination W * hw - d * hu - G / 2 * hv
    · linear_combination W * hv + G * hw

/-- For `G > 0` the master equation has exactly one stationary Hermitian matrix of trace one,
namely `steadyState G W d`. -/
theorem stationary_iff {G : ℝ} (hG : 0 < G) (W d : ℝ) (ρ : Matrix (Fin 2) (Fin 2) ℂ) :
    (ρ.IsHermitian ∧ ρ.trace = 1 ∧ generator G W d ρ = 0) ↔ ρ = steadyState G W d := by
  constructor
  · rintro ⟨h, t, hs⟩
    obtain ⟨u, v, w, rfl⟩ := (hermitian_trace_one_iff ρ).1 ⟨h, t⟩
    rw [bloch_equations] at hs
    -- a vanishing matrix has a vanishing Bloch rate
    have rate : ∀ a b c : ℝ, blochRate a b c = 0 → a = 0 ∧ b = 0 ∧ c = 0 := by
      intro a b c h
      have h1 := congrArg Complex.re (congrFun (congrFun h 0) 1)
      have h2 := congrArg Complex.im (congrFun (congrFun h 0) 1)
      have h3 := congrArg Complex.re (congrFun (congrFun h 0) 0)
      simp [blochRate] at h1 h2 h3
      exact ⟨h1, h2, h3⟩
    obtain ⟨h1, h2, h3⟩ := rate _ _ _ hs
    obtain ⟨hu, hv, hw⟩ := (bloch_solution hG W d u v w).1
      ⟨by linarith, by linarith, by linarith⟩
    rw [steadyState, ← hu, ← hv, ← hw]
  · rintro rfl
    obtain ⟨h, t⟩ := (hermitian_trace_one_iff (steadyState G W d)).2 ⟨_, _, _, rfl⟩
    refine ⟨h, t, ?_⟩
    obtain ⟨e1, e2, e3⟩ := (bloch_solution hG W d _ _ _).2 ⟨rfl, rfl, rfl⟩
    rw [steadyState, bloch_equations, sub_eq_zero.2 e1, sub_sub, sub_eq_zero.2 e2, e3]
    ext i j
    fin_cases i <;> fin_cases j <;> simp [blochRate]

/-- Excited population and coherent intensity of the stationary state, for `G > 0`. -/
theorem steadyState_observables {G : ℝ} (hG : 0 < G) (W d : ℝ) :
    excited (steadyState G W d) = W ^ 2 / (4 * d ^ 2 + G ^ 2 + 2 * W ^ 2) ∧
      coherent (steadyState G W d) =
        W ^ 2 * (4 * d ^ 2 + G ^ 2) / (4 * d ^ 2 + G ^ 2 + 2 * W ^ 2) ^ 2 := by
  have hD : 4 * d ^ 2 + G ^ 2 + 2 * W ^ 2 ≠ 0 := by positivity
  have he : ∀ u v w : ℝ, excited (density u v w) = (1 + w) / 2 := by
    intro u v w
    simp [excited, density]
  have hc : ∀ u v w : ℝ, coherent (density u v w) = (u ^ 2 + v ^ 2) / 4 := by
    intro u v w
    simp [coherent, density, lower, Matrix.trace_fin_two, Complex.normSq_apply]
    ring
  rw [steadyState, he, hc]
  constructor <;> field_simp <;> ring

/-- The saturation parameter with cleared fractions, for `G > 0`. -/
theorem saturation_eq {G : ℝ} (hG : 0 < G) (W d : ℝ) :
    saturation G W d = 2 * W ^ 2 / (4 * d ^ 2 + G ^ 2) := by
  have h1 : d ^ 2 + G ^ 2 / 4 ≠ 0 := by positivity
  have h2 : 4 * d ^ 2 + G ^ 2 ≠ 0 := by positivity
  rw [saturation, div_eq_div_iff h1 h2]
  ring

/-- In a stationary state of an atom with `G > 0` and `W ≠ 0`, the excited population is
`s / (2 (1 + s))` and the coherent fraction of the fluorescence is `1 / (1 + s)`, with `s` the
saturation parameter. -/
theorem stationary_fluorescence {G W : ℝ} (hG : 0 < G) (hW : W ≠ 0) (d : ℝ)
    (ρ : Matrix (Fin 2) (Fin 2) ℂ) (hρ : ρ.IsHermitian) (ht : ρ.trace = 1)
    (hs : generator G W d ρ = 0) :
    excited ρ = saturation G W d / (2 * (1 + saturation G W d)) ∧
      coherent ρ / excited ρ = 1 / (1 + saturation G W d) := by
  obtain ⟨he, hc⟩ := steadyState_observables hG W d
  rw [(stationary_iff hG W d ρ).1 ⟨hρ, ht, hs⟩, he, hc, saturation_eq hG]
  have hA : 4 * d ^ 2 + G ^ 2 ≠ 0 := by positivity
  have hD : 4 * d ^ 2 + G ^ 2 + 2 * W ^ 2 ≠ 0 := by positivity
  have h1 : 1 + 2 * W ^ 2 / (4 * d ^ 2 + G ^ 2) =
      (4 * d ^ 2 + G ^ 2 + 2 * W ^ 2) / (4 * d ^ 2 + G ^ 2) := by
    rw [add_div, div_self hA]
  rw [h1]
  -- only the two denominators matter from here on
  generalize 4 * d ^ 2 + G ^ 2 + 2 * W ^ 2 = D at hD ⊢
  generalize 4 * d ^ 2 + G ^ 2 = A at hA ⊢
  constructor <;> field_simp

/-- Power broadening: for `G > 0` and `W ≠ 0` the stationary excited population is half its
resonant value exactly when `d² = (G²/4)(1 + 2W²/G²)`. -/
theorem half_population_iff {G W : ℝ} (hG : 0 < G) (hW : W ≠ 0) (d : ℝ) :
    excited (steadyState G W d) = excited (steadyState G W 0) / 2 ↔
      d ^ 2 = G ^ 2 / 4 * (1 + 2 * W ^ 2 / G ^ 2) := by
  have hD : 4 * d ^ 2 + G ^ 2 + 2 * W ^ 2 ≠ 0 := by positivity
  have h0 : (4 * 0 ^ 2 + G ^ 2 + 2 * W ^ 2) * 2 ≠ 0 := by positivity
  have hr : G ^ 2 / 4 * (1 + 2 * W ^ 2 / G ^ 2) = G ^ 2 / 4 + W ^ 2 / 2 := by
    have hG' : G ≠ 0 := hG.ne'
    field_simp
    ring
  rw [(steadyState_observables hG W d).1, (steadyState_observables hG W 0).1, hr,
    div_div, div_eq_div_iff hD h0]
  constructor
  · intro h
    have h' := mul_left_cancel₀ (pow_ne_zero 2 hW) h
    linarith
  · intro h
    linear_combination (-4 * W ^ 2) * h

/-- For `G > 0` the stationary coherent intensity is at most `1/8`, with equality exactly when
the saturation parameter is one. -/
theorem coherent_le {G : ℝ} (hG : 0 < G) (W d : ℝ) :
    coherent (steadyState G W d) ≤ 1 / 8 ∧
      (coherent (steadyState G W d) = 1 / 8 ↔ saturation G W d = 1) := by
  have hA : 4 * d ^ 2 + G ^ 2 ≠ 0 := by positivity
  have hD : 0 < (4 * d ^ 2 + G ^ 2 + 2 * W ^ 2) ^ 2 := by positivity
  rw [(steadyState_observables hG W d).2, saturation_eq hG, div_le_iff₀ hD,
    div_eq_iff hD.ne', div_eq_iff hA]
  refine ⟨by nlinarith [sq_nonneg (4 * d ^ 2 + G ^ 2 - 2 * W ^ 2)], fun h => ?_, fun h => ?_⟩
  · -- equality forces a square to vanish
    have hsq : (4 * d ^ 2 + G ^ 2 - 2 * W ^ 2) ^ 2 = 0 := by linear_combination (-8) * h
    have := pow_eq_zero_iff (two_ne_zero) |>.1 hsq
    linarith
  · linear_combination (-(2 * W ^ 2 - (4 * d ^ 2 + G ^ 2)) / 8) * h

end

end DrivenAtomFluorescence
```

```lean
#print axioms DrivenAtomFluorescence.stationary_fluorescence
#print axioms DrivenAtomFluorescence.half_population_iff
#print axioms DrivenAtomFluorescence.coherent_le
```

```
'DrivenAtomFluorescence.stationary_fluorescence' depends on axioms: [propext, Classical.choice, Quot.sound]
'DrivenAtomFluorescence.half_population_iff' depends on axioms: [propext, Classical.choice, Quot.sound]
'DrivenAtomFluorescence.coherent_le' depends on axioms: [propext, Classical.choice, Quot.sound]
```

## The atom and its stationary state

The atom has an excited state (index `0`) and a ground state (index `1`). It decays at rate $G>0$, the spontaneous emission rate. The laser enters through the Rabi frequency $W$ and the detuning $d$, which is atomic minus laser frequency; many texts use the opposite sign. With $\hbar=1$, `generator` is the right-hand side of the master equation in the rotating frame.

The state is a complex $2\times2$ matrix $\rho$. `hermitian_trace_one_iff` says that the Hermitian matrices of trace one are exactly those with real $u,v,w$ such that
$$\rho_{00}=\frac{1+w}{2},\qquad \rho_{01}=\frac{u+iv}{2}.$$
The sign of $v$ is opposite to that in the usual expansion in Pauli matrices.

`stationary_iff` states that exactly one such matrix is annihilated by the generator, namely `steadyState G W d`. Positivity is not required there, so uniqueness holds in a class larger than the physical states. The solution is nevertheless physical: its determinant works out to $W^4/(4d^2+G^2+2W^2)^2\ge 0$.

For $W\neq0$, `stationary_fluorescence` gives the excited population $s/(2(1+s))$ and the coherent fraction $1/(1+s)$, where
$$s=\frac{W^2/2}{d^2+G^2/4}.$$

The model assumes a classical monochromatic laser, the rotating-wave approximation, an atom at rest, and no thermal photons or extra dephasing. One step to the laboratory is taken from the theory of light emission: `excited` is proportional to the total fluorescence, and `coherent`, the squared modulus of the mean lowering operator, is in the same units the part scattered elastically at the laser frequency.

## From the master equation to the Bloch vector

The entries of the master equation are
$$\dot\rho_{00}=-\frac{iW}{2}(\rho_{10}-\rho_{01})-G\rho_{00},\qquad
\dot\rho_{01}=-i\left(d\,\rho_{01}-\frac{W w}{2}\right)-\frac G2\rho_{01}.$$
Since $\rho_{10}-\rho_{01}=-iv$, real and imaginary parts give
$$\dot u=dv-\frac{Gu}{2},\quad \dot v=Ww-du-\frac{Gv}{2},\quad \dot w=-Wv-G(w+1).$$
This is `bloch_equations`, proved by comparing the matrices entry by entry; `blochRate` packages the three rates as a matrix.

Now set the rates to zero. The first and third equations give $u=2dv/G$ and $w=-1-Wv/G$. Inserting both in the second and multiplying by $2G$ yields
$$v\,D=-2GW,\qquad D=4d^2+G^2+2W^2.$$
Hence
$$u=-\frac{4dW}{D},\qquad v=-\frac{2GW}{D},\qquad w=-\frac{4d^2+G^2}{D}.$$
So there is no other solution, and since each step can be reversed, these values do solve the equations, also for $W=0$. In `bloch_solution`, `linear_combination` carries out the elimination: `hv` is the equation for $v$, and the other two components follow after cancelling $G$. The algebra needs only $G\ne0$; the positive sign makes $G$ a decay rate. `stationary_iff` then joins this solution to the matrix description.

## Total and coherent light

Write $A=4d^2+G^2$, so that $D=A+2W^2$. The trace of `lower * ρ` is $\rho_{01}$, and `steadyState_observables` records
$$\rho_{00}=\frac{1+w}{2}=\frac{W^2}{D},\qquad
|\rho_{01}|^2=\frac{u^2+v^2}{4}=\frac{W^2A}{D^2}.$$
Clearing fractions in $s$, as `saturation_eq` does, gives $s=2W^2/A$ and therefore $D=A(1+s)$. It follows that
$$\rho_{00}=\frac{s}{2(1+s)},\qquad \frac{|\rho_{01}|^2}{\rho_{00}}=\frac AD=\frac1{1+s}.$$
The Lean proof makes the same substitution and then replaces $A$ and $D$ by single symbols with `generalize`, leaving an identity of fractions.

The condition $W\ne0$ matters for the ratio: without a drive both intensities vanish, and Lean evaluates $0/0$ as $0$, while $1/(1+s)$ would be $1$.

## Power broadening and the coherent maximum

For $W\ne0$, the population is half its resonant value when $W^2/D$ equals $W^2/(2(G^2+2W^2))$. Cancelling $W^2$ and comparing denominators gives
$$4d^2+G^2+2W^2=2(G^2+2W^2),\qquad d^2=\frac{G^2}{4}\left(1+\frac{2W^2}{G^2}\right).$$
This is `half_population_iff`; the full width at half maximum is $\sqrt{G^2+2W^2}$. Halving $s$ instead of $s/(1+s)$ would give $d^2=G^2/4$, hence the natural full width $G$, and lose the broadening.

The coherent intensity has an upper bound, because
$$\frac18-\frac{W^2A}{D^2}=\frac{(A+2W^2)^2-8W^2A}{8D^2}=\frac{(A-2W^2)^2}{8D^2}\ge0.$$
Equality means $A=2W^2$, that is $s=1$. In `coherent_le`, `nlinarith` receives this square for the bound, and the equality case follows because a vanishing square has a vanishing base.

Subtracting the coherent intensity from the population gives a neighbouring formula, $s^2/(2(1+s)^2)$ for the incoherent intensity. At $s=1$ the two parts are equal, each $1/8$.

For this single two-level atom with purely radiative damping, the closed forms provide reference values for a numerical steady-state solver of the master equation. They also show that for $s\ll1$ nearly all the light is coherent, as it would be for a classical oscillating dipole. The likeness does not extend to the photon statistics: a single atom emits antibunched light even when weakly driven.
